# The barrier integral of a quartic double well approaches its Gaussian value at low temperature

Q: Before any limit is taken, what are the potential, the temperature and the units?

A: The potential is $U(x) = (x^2-1)^2/4$, with $x$ and $U$ dimensionless. Its minima are at $x=\pm1$, where $U=0$, and its barrier top is at $x=0$, where $U=1/4$. The real number $\beta$ is the inverse temperature in the matching energy unit. Low temperature means $\beta\to\infty$, written `atTop` in Lean, and `𝓝 c` stands for convergence to $c$.

```lean
import Mathlib

open Filter Topology MeasureTheory Real

namespace KramersBarrierFactor

noncomputable section
```

The potential is a definite function, `doubleWell`, so nothing about its shape is assumed.

```lean
/-- The symmetric quartic double well `U(x) = (x² - 1)² / 4`. -/
def doubleWell (x : ℝ) : ℝ := (x ^ 2 - 1) ^ 2 / 4
```

Q: And the dynamics? Kramers' problem is about a diffusing particle.

A: The dynamics enters through the committor $q_\beta(x)$, the probability that an overdamped particle started at $x$ reaches $+1$ before $-1$. The file defines it by the formula

$$q_\beta(x)=\frac{\int_{-1}^{x}e^{\beta U(y)}\,dy}{\int_{-1}^{1}e^{\beta U(y)}\,dy}.$$

```lean
/-- The committor of overdamped motion between the two minima: the integral of `exp (β U)`
from `-1` to `x`, divided by its integral from `-1` to `1`. -/
def committor (β x : ℝ) : ℝ :=
  (∫ y in (-1 : ℝ)..x, Real.exp (β * doubleWell y)) /
    ∫ y in (-1 : ℝ)..1, Real.exp (β * doubleWell y)
```

Q: That is a ratio of integrals with a name attached. I will want a reason to call it a committor.

A: You will get a differential equation for it below. No stochastic process is constructed, so the probabilistic reading rests on the usual link between diffusion and that equation. First we need the slope and curvature of the potential, $U'(x)=x^3-x$ and $U''(x)=3x^2-1$. At the top, $U''(0)=-1$.

```lean
/-- The first derivative of the double well is `x³ - x` and the second is `3x² - 1`. -/
theorem doubleWell_derivatives (x : ℝ) :
    HasDerivAt doubleWell (x ^ 3 - x) x ∧
      HasDerivAt (deriv doubleWell) (3 * x ^ 2 - 1) x := by
  have h1 : ∀ z : ℝ, HasDerivAt doubleWell (z ^ 3 - z) z := by
    intro z
    have h := ((((hasDerivAt_id' z).fun_pow 2).sub_const 1).fun_pow 2).div_const 4
    exact h.congr_deriv (by push_cast; ring)
  refine ⟨h1 x, ?_⟩
  have h2 : deriv doubleWell = fun z => z ^ 3 - z := funext fun z => (h1 z).deriv
  rw [h2]
  have h := ((hasDerivAt_id' x).fun_pow 3).fun_sub (hasDerivAt_id' x)
  exact h.congr_deriv (by push_cast; ring)
```

The proof establishes the first derivative at every point, because the second statement differentiates the function `deriv doubleWell` and not a single value.

Q: Now the integral. How do you do it by hand?

A: Expand the square: $U(x)-\tfrac14=-\tfrac{x^2}{2}+\tfrac{x^4}{4}$. Then substitute $y=\sqrt\beta\,x$, which measures length in units of the thermal width of the barrier. Since $\beta x^2=y^2$ and $\beta x^4=y^4/\beta$,

$$\sqrt\beta\int_a^b e^{\beta(U(x)-1/4)}\,dx=\int_{\sqrt\beta a}^{\sqrt\beta b}\exp\!\Big(-\frac{y^2}{2}+\frac{y^4}{4\beta}\Big)dy .$$

This is exact for every $\beta>0$. In the proof, `key` is the identity between the integrands, and a Mathlib lemma for scaling the variable does the substitution.

```lean
/-- For `β > 0`, `√β` times the barrier integral equals an integral over `y = √β x` whose integrand
is a Gaussian with the extra term `y⁴ / (4β)` in the exponent. -/
theorem barrier_rescaling {β : ℝ} (hβ : 0 < β) (a b : ℝ) :
    √β * ∫ x in a..b, Real.exp (β * (doubleWell x - 1 / 4)) =
      ∫ y in (√β * a)..(√β * b), Real.exp (-(y ^ 2 / 2) + y ^ 4 / (4 * β)) := by
  have hs : √β ^ 2 = β := Real.sq_sqrt hβ.le
  have key : ∀ x : ℝ, Real.exp (β * (doubleWell x - 1 / 4)) =
      Real.exp (-((√β * x) ^ 2 / 2) + (√β * x) ^ 4 / (4 * β)) := by
    intro x
    have e2 : (√β * x) ^ 2 = β * x ^ 2 := by rw [mul_pow, hs]
    have e4 : (√β * x) ^ 4 / (4 * β) = β * x ^ 4 / 4 := by
      have e : (√β * x) ^ 4 = β ^ 2 * x ^ 4 := by
        calc (√β * x) ^ 4 = (√β ^ 2) ^ 2 * x ^ 4 := by ring
          _ = β ^ 2 * x ^ 4 := by rw [hs]
      rw [e, div_eq_div_iff (by positivity) (by norm_num)]
      ring
    rw [e2, e4]
    congr 1
    unfold doubleWell
    ring
  refine Eq.trans ?_ (intervalIntegral.smul_integral_comp_mul_left (a := a) (b := b)
    (fun y : ℝ => Real.exp (-(y ^ 2 / 2) + y ^ 4 / (4 * β))) (√β))
  rw [smul_eq_mul]
  congr 1
  exact intervalIntegral.integral_congr fun x _ => key x
```

Q: The quartic term has the wrong sign. It makes the integrand larger than the Gaussian, and the window grows with $\beta$. Why may I drop it?

A: Because the window stays between the minima. If $-1\le a<0<b\le1$, every $y$ in it satisfies $y^2\le\beta$, hence

$$\frac{y^4}{4\beta}\le\frac{y^2}{4},\qquad -\frac{y^2}{2}+\frac{y^4}{4\beta}\le-\frac{y^2}{4}.$$

So $e^{-y^2/4}$, which is integrable and independent of $\beta$, bounds the integrand for all $\beta>0$. At fixed $y$ the quartic term vanishes as $\beta\to\infty$, and the window eventually contains $y$ because $a<0<b$. Dominated convergence gives the limit $\int_{-\infty}^{\infty}e^{-y^2/2}\,dy=\sqrt{2\pi}$.

Q: How does Lean handle limits of integration that move with $\beta$?

A: This is the device on which the proof turns. The theorem `tendsto_integral_filter_of_dominated_convergence` compares integrals over one fixed domain, here the whole real line. The moving window is therefore put into the integrand as an indicator function: the integrand is kept on `Set.Ioc (√β * a) (√β * b)` and set to zero elsewhere. The theorem also accepts a continuous parameter, so $\beta$ need not run through a sequence.

It then asks for what you would ask for: measurability, a bound that holds for all large $\beta$, integrability of the bound, and a pointwise limit. In the bound, `hy2` is $y^2\le\beta$ and `hq` is the quartic estimate; outside the window the indicator is zero and the bound is trivial. For the pointwise limit, the two conditions passed to `filter_upwards` say that both ends of the window have moved past $y$. The last lines turn the indicator integral back into the original one through `barrier_rescaling`.

```lean
/-- Every window between the minima that has the barrier top in its interior gives the
same limit `√(2π)` of the scaled barrier integral. -/
theorem barrier_window_tendsto {a b : ℝ} (ha1 : -1 ≤ a) (ha : a < 0) (hb : 0 < b)
    (hb1 : b ≤ 1) :
    Tendsto (fun β : ℝ => √β * ∫ x in a..b, Real.exp (β * (doubleWell x - 1 / 4)))
      atTop (𝓝 √(2 * π)) := by
  have hG : ∫ y : ℝ, Real.exp (-(1 / 2 : ℝ) * y ^ 2) = √(2 * π) := by
    rw [integral_gaussian]
    congr 1
    ring
  have hlim : Tendsto (fun β : ℝ => ∫ y : ℝ, (Set.Ioc (√β * a) (√β * b)).indicator
      (fun y => Real.exp (-(y ^ 2 / 2) + y ^ 4 / (4 * β))) y) atTop
      (𝓝 (∫ y : ℝ, Real.exp (-(1 / 2 : ℝ) * y ^ 2))) := by
    refine tendsto_integral_filter_of_dominated_convergence
      (fun y : ℝ => Real.exp (-(1 / 4 : ℝ) * y ^ 2)) ?_ ?_
      (integrable_exp_neg_mul_sq (by norm_num)) ?_
    · refine Eventually.of_forall fun β => ?_
      have hm : Measurable fun y : ℝ => Real.exp (-(y ^ 2 / 2) + y ^ 4 / (4 * β)) := by
        fun_prop
      exact (hm.indicator measurableSet_Ioc).aestronglyMeasurable
    · -- inside the window `y² ≤ β`, so at least half of the Gaussian exponent survives
      filter_upwards [eventually_gt_atTop (0 : ℝ)] with β hβ
      refine Eventually.of_forall fun y => ?_
      by_cases hy : y ∈ Set.Ioc (√β * a) (√β * b)
      · simp only [Set.indicator_of_mem hy]
        rw [Real.norm_eq_abs, abs_of_pos (Real.exp_pos _)]
        apply Real.exp_le_exp.2
        have hs := Real.sqrt_nonneg β
        have hlo : -√β ≤ y := by nlinarith [hy.1]
        have hhi : y ≤ √β := by nlinarith [hy.2]
        have hy2 : y ^ 2 ≤ β := by
          have h := sq_le_sq' hlo hhi
          rwa [Real.sq_sqrt hβ.le] at h
        have hq : y ^ 4 / (4 * β) ≤ y ^ 2 / 4 := by
          rw [div_le_iff₀ (by positivity)]
          nlinarith [mul_le_mul_of_nonneg_left hy2 (sq_nonneg y)]
        linarith
      · simp only [Set.indicator_of_notMem hy, norm_zero]
        exact (Real.exp_pos _).le
    · -- at fixed `y` the window eventually contains `y` and the quartic term vanishes
      refine Eventually.of_forall fun y => ?_
      have t : Tendsto (fun β : ℝ => y ^ 4 / (4 * β)) atTop (𝓝 0) :=
        tendsto_const_nhds.div_atTop (tendsto_id.const_mul_atTop (by norm_num))
      have h := (Real.continuous_exp.tendsto _).comp (t.const_add (-(y ^ 2 / 2)))
      have e : Real.exp (-(1 / 2 : ℝ) * y ^ 2) = Real.exp (-(y ^ 2 / 2) + 0) := by
        congr 1
        ring
      rw [e]
      refine h.congr' ?_
      filter_upwards [(Real.tendsto_sqrt_atTop.atTop_mul_const
          (neg_pos.2 ha)).eventually_gt_atTop (-y),
        (Real.tendsto_sqrt_atTop.atTop_mul_const hb).eventually_ge_atTop y] with β h1 h2
      have hy : y ∈ Set.Ioc (√β * a) (√β * b) := ⟨by linarith, h2⟩
      exact (Set.indicator_of_mem hy
        (fun y : ℝ => Real.exp (-(y ^ 2 / 2) + y ^ 4 / (4 * β)))).symm
  rw [← hG]
  refine hlim.congr' ?_
  filter_upwards [eventually_gt_atTop (0 : ℝ)] with β hβ
  have hab : √β * a ≤ √β * b :=
    mul_le_mul_of_nonneg_left (by linarith) (Real.sqrt_nonneg β)
  rw [barrier_rescaling hβ, intervalIntegral.integral_of_le hab,
    ← integral_indicator measurableSet_Ioc]
```

Taking $a=-1$ and $b=1$ gives the integral from minimum to minimum.

```lean
/-- The barrier integral between the two minima, measured from the barrier height `1/4`
and multiplied by `√β`, tends to `√(2π)` as `β → ∞`. -/
theorem barrier_integral_tendsto :
    Tendsto (fun β : ℝ => √β * ∫ x in (-1 : ℝ)..1, Real.exp (β * (doubleWell x - 1 / 4)))
      atTop (𝓝 √(2 * π)) :=
  barrier_window_tendsto le_rfl (by norm_num) (by norm_num) le_rfl
```

Q: That is a statement about a shifted integral. A rate contains $e^{\beta U}$ itself, with its Arrhenius factor.

A: The integral of $e^{\beta U}$ stands in the denominator of the rate, so the usual Arrhenius factor $e^{-\beta/4}$ appears here as its reciprocal $e^{\beta/4}$, and the Lean code uses the name for this reciprocal. The shift is a constant, so it comes out of the integral:

$$\int_a^b e^{\beta U}\,dx=e^{\beta/4}\int_a^b e^{\beta(U-1/4)}\,dx .$$

```lean
/-- The Arrhenius factor `exp (β/4)` of the barrier height splits off the integral of
`exp (β U)`. -/
theorem arrhenius_factor (β a b : ℝ) :
    ∫ x in a..b, Real.exp (β * doubleWell x) =
      Real.exp (β / 4) * ∫ x in a..b, Real.exp (β * (doubleWell x - 1 / 4)) := by
  rw [← intervalIntegral.integral_const_mul]
  refine intervalIntegral.integral_congr fun x _ => ?_
  have h : Real.exp (β * doubleWell x) =
      Real.exp (β / 4) * Real.exp (β * (doubleWell x - 1 / 4)) := by
    rw [← Real.exp_add]
    congr 1
    ring
  exact h
```

Divide by the Gaussian estimate $e^{\beta/4}\sqrt{2\pi/(\beta|U''(0)|)}$, with $|U''(0)|=1$. The exponentials cancel, and what remains is

$$\frac{\sqrt\beta\int_{-1}^{1}e^{\beta(U-1/4)}\,dx}{\sqrt{2\pi}}\longrightarrow1 .$$

The Lean statement keeps the curvature as `|deriv (deriv doubleWell) 0|`, so the familiar form of the factor is visible, and `hc` evaluates it.

```lean
/-- The ratio of the integral of `exp (β U)` between the minima to the Gaussian barrier
factor `exp (β/4) √(2π / (β |U''(0)|))` tends to one as `β → ∞`. -/
theorem kramers_barrier_factor :
    Tendsto (fun β : ℝ => (∫ x in (-1 : ℝ)..1, Real.exp (β * doubleWell x)) /
      (Real.exp (β / 4) * √(2 * π / (β * |deriv (deriv doubleWell) 0|)))) atTop (𝓝 1) := by
  have hc : |deriv (deriv doubleWell) 0| = 1 := by
    rw [(doubleWell_derivatives 0).2.deriv]
    norm_num
  have hne : √(2 * π) ≠ 0 := (Real.sqrt_pos.2 (by positivity)).ne'
  have h := barrier_integral_tendsto.div_const √(2 * π)
  rw [div_self hne] at h
  refine h.congr' ?_
  filter_upwards with β
  rw [hc, mul_one, arrhenius_factor β (-1) 1,
    mul_div_mul_left _ _ (Real.exp_pos (β / 4)).ne',
    Real.sqrt_div (by positivity) β, div_div_eq_mul_div, mul_comm (√β)]
```

Q: The theorem is called `kramers_barrier_factor`. Do I have Kramers' rate?

A: You have one of its factors. With diffusion constant $D$, the high-barrier escape rate from the left well is approximately $D/(ZB)$, where $B=\int_{-1}^{1}e^{\beta U}dx$ and $Z$ is the integral of $e^{-\beta U}$ over that well. The theorem replaces $B$ by its Gaussian value with a relative error that tends to zero. It gives no size for that error at finite $\beta$, and neither $Z$ nor the rate formula is treated in the file.

Q: Then back to the committor. What makes it the right function?

A: First, its denominator is positive, being the integral of a positive continuous function over an interval of positive length.

```lean
/-- The integral of `exp (β U)` between the minima is positive. -/
theorem barrier_integral_pos (β : ℝ) :
    0 < ∫ y in (-1 : ℝ)..1, Real.exp (β * doubleWell y) := by
  have hc : Continuous fun y : ℝ => Real.exp (β * doubleWell y) := by
    unfold doubleWell
    fun_prop
  exact intervalIntegral.intervalIntegral_pos_of_pos (hc.intervalIntegrable _ _)
    (fun y => Real.exp_pos _) (by norm_num)
```

For overdamped motion with constant $D$, the splitting probability satisfies $D(q''-\beta U'q')=0$ with $q(-1)=0$ and $q(1)=1$, and $D$ drops out. The formula meets both boundary values. Its slope is $q_\beta'(x)=e^{\beta U(x)}/B$, and differentiating once more gives $q_\beta''=\beta U'q_\beta'$.

In Lean, `hd` is the slope, obtained from the fundamental theorem of calculus, and the chain rule does the rest. The equation is proved at every real $x$, although the reading as a probability belongs to $[-1,1]$.

```lean
/-- The committor is `0` at the left minimum and `1` at the right one, and it solves the
stationary backward equation `q'' = β U' q'`. -/
theorem committor_backward_equation (β : ℝ) :
    committor β (-1) = 0 ∧ committor β 1 = 1 ∧
      ∀ x, HasDerivAt (deriv (committor β))
        (β * deriv doubleWell x * deriv (committor β) x) x := by
  have hc : Continuous fun y : ℝ => Real.exp (β * doubleWell y) := by
    unfold doubleWell
    fun_prop
  refine ⟨by simp [committor], div_self (barrier_integral_pos β).ne', fun x => ?_⟩
  -- the slope of the committor is the normalised weight `exp (β U)`
  have hd : deriv (committor β) = fun z => Real.exp (β * doubleWell z) /
      ∫ y in (-1 : ℝ)..1, Real.exp (β * doubleWell y) :=
    funext fun z => ((hc.integral_hasStrictDerivAt (-1) z).hasDerivAt.div_const _).deriv
  rw [hd, (doubleWell_derivatives x).1.deriv]
  have h := (((doubleWell_derivatives x).1.const_mul β).exp).div_const
    (∫ y in (-1 : ℝ)..1, Real.exp (β * doubleWell y))
  exact h.congr_deriv (by ring)
```

Q: Could another function satisfy the same conditions?

A: No other twice differentiable function does: the equation forces $q'=Ce^{\beta U}$ with a constant $C$, and the two boundary values then fix $q$. Differentiability has to be asked for separately, because Lean's `deriv` is zero where no derivative exists. That short argument is mine and is not among the theorems here.

Q: The wells are mirror images. Does the committor know that?

A: Yes. Since $U(-y)=U(y)$, the substitution $y\to-y$ turns $\int_{-1}^{-x}e^{\beta U}dy$ into $\int_x^1e^{\beta U}dy$. Adding $\int_{-1}^xe^{\beta U}dy$ gives $B$, so $q_\beta(-x)=1-q_\beta(x)$. In the proof, `h1` is the substitution and `h2` joins the adjacent intervals.

```lean
/-- Reflection through the barrier top exchanges the two wells: `q(-x) = 1 - q(x)`. -/
theorem committor_reflection (β x : ℝ) : committor β (-x) = 1 - committor β x := by
  have hc : Continuous fun y : ℝ => Real.exp (β * doubleWell y) := by
    unfold doubleWell
    fun_prop
  have h1 : ∫ y in (-1 : ℝ)..(-x), Real.exp (β * doubleWell y) =
      ∫ y in x..1, Real.exp (β * doubleWell y) := by
    have h := intervalIntegral.integral_comp_neg (a := x) (b := 1)
      (fun y : ℝ => Real.exp (β * doubleWell y))
    refine h.symm.trans (intervalIntegral.integral_congr fun y _ => ?_)
    have e : doubleWell (-y) = doubleWell y := by
      unfold doubleWell
      ring
    exact congrArg (fun u => Real.exp (β * u)) e
  have h2 := intervalIntegral.integral_add_adjacent_intervals (μ := volume)
    (hc.intervalIntegrable (-1) x) (hc.intervalIntegrable x 1)
  unfold committor
  rw [h1, eq_sub_iff_add_eq, ← add_div, div_eq_one_iff_eq (barrier_integral_pos β).ne']
  linarith
```

Q: What happens to it at low temperature?

A: It becomes a step. For $0<x\le1$, write

$$q_\beta(x)=\frac{\sqrt\beta\int_{-1}^{x}e^{\beta(U-1/4)}\,dy}{\sqrt\beta\int_{-1}^{1}e^{\beta(U-1/4)}\,dy}.$$

Both windows contain the barrier top in their interior, so numerator and denominator both tend to $\sqrt{2\pi}$ and the ratio tends to $1$. Reflection gives the limit $0$ at $-x$. The Lean proof follows the same route: `h` is the quotient of the two limits, and `e` is the displayed identity, in which the Arrhenius factors have cancelled.

```lean
/-- As `β → ∞` the committor tends to `1` at each point `x` of `(0, 1]` and to `0` at the
mirror point `-x`. -/
theorem committor_tendsto_step {x : ℝ} (hx : 0 < x) (hx1 : x ≤ 1) :
    Tendsto (fun β => committor β x) atTop (𝓝 1) ∧
      Tendsto (fun β => committor β (-x)) atTop (𝓝 0) := by
  have hne : √(2 * π) ≠ 0 := (Real.sqrt_pos.2 (by positivity)).ne'
  have h := (barrier_window_tendsto le_rfl (by norm_num) hx hx1).div
    barrier_integral_tendsto hne
  rw [div_self hne] at h
  have h1 : Tendsto (fun β => committor β x) atTop (𝓝 1) := by
    refine h.congr' ?_
    filter_upwards [eventually_gt_atTop (0 : ℝ)] with β hβ
    have e : committor β x =
        (√β * ∫ y in (-1 : ℝ)..x, Real.exp (β * (doubleWell y - 1 / 4))) /
          (√β * ∫ y in (-1 : ℝ)..1, Real.exp (β * (doubleWell y - 1 / 4))) := by
      unfold committor
      rw [arrhenius_factor β (-1) x, arrhenius_factor β (-1) 1,
        mul_div_mul_left _ _ (Real.exp_pos (β / 4)).ne',
        mul_div_mul_left _ _ (Real.sqrt_pos.2 hβ).ne']
    exact e.symm
  refine ⟨h1, ?_⟩
  have h2 := h1.const_sub 1
  rw [sub_self] at h2
  exact h2.congr fun β => (committor_reflection β x).symm

end

end KramersBarrierFactor
```

```lean
#print axioms KramersBarrierFactor.barrier_integral_tendsto
#print axioms KramersBarrierFactor.kramers_barrier_factor
#print axioms KramersBarrierFactor.committor_backward_equation
#print axioms KramersBarrierFactor.committor_tendsto_step
```

```
'KramersBarrierFactor.barrier_integral_tendsto' depends on axioms: [propext, Classical.choice, Quot.sound]
'KramersBarrierFactor.kramers_barrier_factor' depends on axioms: [propext, Classical.choice, Quot.sound]
'KramersBarrierFactor.committor_backward_equation' depends on axioms: [propext, Classical.choice, Quot.sound]
'KramersBarrierFactor.committor_tendsto_step' depends on axioms: [propext, Classical.choice, Quot.sound]
```

Q: You left out $x=0$.

A: That is the limiting case, and it behaves differently. Setting $x=0$ in the reflection formula gives $q_\beta(0)=1-q_\beta(0)$, so $q_\beta(0)=\tfrac12$ at every temperature. The limits $0$ and $1$ hold point by point on either side of the top, and the value there stays at one half.

Q: Does this matter to someone who runs simulations?

A: For this one-dimensional, overdamped model with a fixed quartic potential, and with the committor read as a probability, it shows that a trajectory started at a fixed point between the minima and off the barrier top reaches the minimum on its own side first with a probability that tends to one as $\beta\to\infty$. Since $q_\beta$ increases with $x$, the undecided starting points crowd towards $x=0$, so at low temperature a committor value near one half marks a point close to the barrier top.
